# The Takahashi recurrence gives the entries of $(LDL^T)^{-1}$ on a filled sparsity pattern

The matrix to be inverted enters through its factors: the statement takes a unit lower triangular matrix $L$ and nonzero pivots $d_i$ as data and defines $A = LDL^T$ with $D=\mathrm{diag}(d_i)$. Computing the factors is left out, and so is pivoting; the invertible matrix $\begin{pmatrix}0&1\\1&0\end{pmatrix}$ has no such factorisation.

For a finite, non-interacting model with real symmetric Hamiltonian $H$ in an orthonormal basis, one may take $A = z - H$ with $z=E+\mathrm{i}\eta$ and $\eta>0$; the diagonal of $Z=A^{-1}$ then gives the local density of states at energy $E$, broadened by $\eta$, as $-\mathrm{Im}\,Z_{ii}/\pi$. Entries lie in any field `K`, and indices run from $0$ to $n-1$ (`Fin n`). The transpose is not conjugated, so over $\mathbb{C}$ the matrix $A$ is complex symmetric, and a Hamiltonian with complex hopping is not covered.

```lean
import Mathlib

open Matrix

namespace TakahashiSelectedInversion

noncomputable section

variable {K : Type*} [Field K] {n : ℕ}
```

`IsUnitLower` says $L_{ii}=1$ and $L_{ij}=0$ for $i<j$; `ldl L d` is $A$.

```lean
/-- A unit lower triangular matrix: ones on the diagonal, zeros above it. -/
def IsUnitLower (L : Matrix (Fin n) (Fin n) K) : Prop :=
  (∀ i, L i i = 1) ∧ ∀ i j, i < j → L i j = 0

/-- The matrix `L D Lᵀ` assembled from a factor `L` and the pivots `d`. -/
def ldl (L : Matrix (Fin n) (Fin n) K) (d : Fin n → K) : Matrix (Fin n) (Fin n) K :=
  L * diagonal d * Lᵀ
```

A sparsity pattern assigns to each column $i$ a set $S_i$ of rows. `IsFilled` demands that these rows lie below the diagonal, include every nonzero of $L$ there, and are closed under fill-in: if $k<j$ are both in $S_i$, then $j\in S_k$.

```lean
/-- `S i` lists rows below the diagonal in column `i`. The pattern contains all nonzeros of `L`
below the diagonal and is closed under fill-in: two rows of one column are coupled to each other. -/
structure IsFilled (L : Matrix (Fin n) (Fin n) K) (S : Fin n → Finset (Fin n)) : Prop where
  below : ∀ i k, k ∈ S i → i < k
  support : ∀ i k, i < k → L k i ≠ 0 → k ∈ S i
  fill : ∀ i k j, k ∈ S i → j ∈ S i → k < j → j ∈ S k
```

The output of selected inversion is modelled by a symmetric matrix $W$ satisfying

$$W_{ii}=\frac1{d_i}-\sum_{k\in S_i}L_{ki}W_{ki},\qquad W_{ij}=-\sum_{k\in S_i}L_{ki}W_{kj}\quad(j\in S_i).$$

On a filled pattern, its entries off the diagonal and off the pattern are constrained only by symmetry. Arithmetic is exact; rounding and operation counts do not enter.

```lean
/-- A symmetric table `W` that obeys the Takahashi recurrence on the pattern `S`, with sums
running over the pattern only; meant for nonzero pivots `d`. -/
structure IsSelectedTable (L : Matrix (Fin n) (Fin n) K) (d : Fin n → K)
    (S : Fin n → Finset (Fin n)) (W : Matrix (Fin n) (Fin n) K) : Prop where
  symm : ∀ i j, W i j = W j i
  diag : ∀ i, W i i = 1 / d i - ∑ k ∈ S i, L k i * W k i
  off : ∀ i j, j ∈ S i → W i j = -∑ k ∈ S i, L k i * W k j
```

The band pattern of width $w$ has $S_i=\{k: i<k\le i+w\}$.

```lean
/-- The rows at distance at most `w` below the diagonal in column `i`. -/
def bandPattern (n w : ℕ) (i : Fin n) : Finset (Fin n) :=
  Finset.univ.filter (fun k => i < k ∧ k.val ≤ i.val + w)
```

The counter-examples that follow are worked in the prose only.

## $L$ is unit lower triangular

Physically, orbitals are eliminated in a fixed order, and column $i$ of $L$ records how orbital $i$ couples to those still present.

Suppose $LX=1$. The claim is that $X_{ij}=\delta_{ij}$ whenever $i\le j$. Row $i$ reads $\sum_{k\le i}L_{ik}X_{kj}=\delta_{ij}$. Let $i\le j$ and assume the claim for earlier rows. For $k<i$ we have $k<j$, so $X_{kj}=0$. Only $L_{ii}X_{ij}=X_{ij}$ survives, hence $X_{ij}=\delta_{ij}$. The proof is the same strong induction on $i$, with `Finset.sum_eq_single` isolating the diagonal term.

```lean
/-- On and above the diagonal, a right inverse of a unit lower triangular matrix has the entries
of the identity. -/
theorem unitLower_right_inverse {L X : Matrix (Fin n) (Fin n) K} (hL : IsUnitLower L)
    (h : L * X = 1) (i : Fin n) : ∀ j, i ≤ j → X i j = if i = j then 1 else 0 := by
  induction i using WellFoundedLT.induction with
  | _ i ih =>
    intro j hij
    have e := congrFun (congrFun h i) j
    -- forward substitution: only the diagonal term of row `i` survives
    have hs : ∑ k, L i k * X k j = L i i * X i j := by
      refine Finset.sum_eq_single i (fun k _ hk => ?_)
        (fun h' => absurd (Finset.mem_univ i) h')
      rcases lt_or_gt_of_ne hk with h1 | h1
      · rw [ih k h1 j (h1.le.trans hij), if_neg (h1.trans_le hij).ne, mul_zero]
      · rw [hL.2 i k h1, zero_mul]
    rw [Matrix.mul_apply, hs, hL.1, one_mul, Matrix.one_apply] at e
    exact e
```

Without the unit diagonal, $L=(2)$, $d_0=1$ gives $Z_{00}=1/4$, whereas the recurrence gives $1$. Without the zeros above it, $L=\begin{pmatrix}1&1\\0&1\end{pmatrix}$ with unit pivots gives $Z_{11}=2$, and the recurrence again gives $1$.

## No pivot vanishes

Since $\det L=1$, we have $\det A=\prod_i d_i$. If $A=z-H$ has such a factorisation with a zero pivot, then $z$ is an eigenvalue of $H$ and the resolvent does not exist; for $\eta>0$ this cannot happen, because the eigenvalues of $H$ are real. A zero pivot met during elimination can instead mean that the factorisation does not exist, as for the $2\times2$ matrix in the opening. Already $n=1$, $d_0=0$ gives $A=0$.

With nonzero pivots $A$ is invertible, which `ldl_mul_inv` obtains from this determinant.

```lean
/-- With nonzero pivots the matrix `L D Lᵀ` is invertible. -/
theorem ldl_mul_inv {L : Matrix (Fin n) (Fin n) K} {d : Fin n → K} (hL : IsUnitLower L)
    (hd : ∀ i, d i ≠ 0) : ldl L d * (ldl L d)⁻¹ = 1 := by
  have hdet : L.det = 1 := by
    rw [Matrix.det_of_isLowerTriangular L
      (fun i j h => hL.2 i j (OrderDual.toDual_lt_toDual.mp h))]
    exact Finset.prod_eq_one fun i _ => hL.1 i
  apply Matrix.mul_nonsing_inv
  rw [ldl, det_mul, det_mul, det_transpose, det_diagonal, hdet, one_mul, mul_one]
  exact isUnit_iff_ne_zero.mpr (Finset.prod_ne_zero_iff.mpr fun i _ => hd i)
```

Now $AZ=1$ reads $L(DL^TZ)=1$. Applying the previous result to $X=DL^TZ$ gives, for $i\le j$,

$$d_i\Big(Z_{ij}+\sum_{k>i}L_{ki}Z_{kj}\Big)=\delta_{ij}.$$

Dividing by $d_i$ yields the Takahashi recurrence

$$Z_{ij}=\frac{\delta_{ij}}{d_i}-\sum_{k>i}L_{ki}Z_{kj}\qquad(i\le j).$$

In `takahashi`, `hZ` regroups the product, `hs` splits off the $k=i$ term, and `eq_div_iff (hd i)` performs the division. The theorem also states $AA^{-1}=1$, so `⁻¹` denotes a true inverse here.

```lean
/-- Takahashi recurrence: `A = L D Lᵀ` is invertible, and each entry of `Z = A⁻¹` on or above the
diagonal is `δ_ij / d_i` minus the sum of `L_ki Z_kj` over `k > i`. -/
theorem takahashi {L : Matrix (Fin n) (Fin n) K} {d : Fin n → K} (hL : IsUnitLower L)
    (hd : ∀ i, d i ≠ 0) :
    ldl L d * (ldl L d)⁻¹ = 1 ∧ ∀ i j, i ≤ j →
      (ldl L d)⁻¹ i j =
        (if i = j then 1 else 0) / d i - ∑ k ∈ Finset.Ioi i, L k i * (ldl L d)⁻¹ k j := by
  have hA := ldl_mul_inv hL hd
  refine ⟨hA, fun i j hij => ?_⟩
  generalize (ldl L d)⁻¹ = Z at hA ⊢
  have hZ : L * (diagonal d * (Lᵀ * Z)) = 1 := by
    rw [← hA]
    simp only [ldl, Matrix.mul_assoc]
  -- `D Lᵀ Z` is the inverse of `L`, known on and above the diagonal
  have h := unitLower_right_inverse hL hZ i j hij
  rw [Matrix.diagonal_mul, Matrix.mul_apply] at h
  simp only [Matrix.transpose_apply] at h
  have hs : ∑ k, L k i * Z k j = Z i j + ∑ k ∈ Finset.Ioi i, L k i * Z k j := by
    rw [← Finset.sum_subset (Finset.subset_univ (insert i (Finset.Ioi i))),
      Finset.sum_insert (by simp), hL.1, one_mul]
    intro k _ hk
    simp only [Finset.mem_insert, Finset.mem_Ioi, not_or, not_lt] at hk
    rw [hL.2 k i (lt_of_le_of_ne hk.2 hk.1), zero_mul]
  rw [hs] at h
  rw [eq_sub_iff_add_eq, eq_div_iff (hd i), mul_comm]
  exact h
```

## The pattern holds every nonzero of $L$

By hypothesis, $S_i$ contains every row $k>i$ with $L_{ki}\ne0$. Terms with $k>i$ and $k\notin S_i$ then have $L_{ki}=0$, so the sum over $k>i$ reduces to one over $S_i$ (`hsum`). Since $A^T=A$, $Z$ is symmetric (`hsymm`). Thus $Z$ itself is a selected table.

```lean
/-- The exact inverse obeys the recurrence restricted to any filled pattern. -/
theorem inverse_isSelectedTable {L : Matrix (Fin n) (Fin n) K} {d : Fin n → K}
    {S : Fin n → Finset (Fin n)} (hL : IsUnitLower L) (hd : ∀ i, d i ≠ 0)
    (hS : IsFilled L S) : IsSelectedTable L d S (ldl L d)⁻¹ := by
  have hT := (takahashi hL hd).2
  have hsum : ∀ i j, ∑ k ∈ S i, L k i * (ldl L d)⁻¹ k j =
      ∑ k ∈ Finset.Ioi i, L k i * (ldl L d)⁻¹ k j := by
    intro i j
    refine Finset.sum_subset (fun k hk => Finset.mem_Ioi.mpr (hS.below i k hk)) ?_
    intro k hk hk'
    have h0 : L k i = 0 := by
      by_contra hne
      exact hk' (hS.support i k (Finset.mem_Ioi.mp hk) hne)
    rw [h0, zero_mul]
  have hsymm : (ldl L d)ᵀ = ldl L d := by
    simp only [ldl, Matrix.transpose_mul, Matrix.transpose_transpose,
      Matrix.diagonal_transpose, Matrix.mul_assoc]
  refine ⟨fun i j => ?_, fun i => ?_, fun i j hj => ?_⟩
  · have h : ((ldl L d)⁻¹)ᵀ = (ldl L d)⁻¹ := by
      rw [Matrix.transpose_nonsing_inv, hsymm]
    exact (congrFun (congrFun h i) j).symm
  · rw [hsum, hT i i le_rfl, if_pos rfl]
  · have hij := hS.below i j hj
    rw [hsum, hT i j hij.le, if_neg hij.ne, zero_div, zero_sub]
```

Take $L=\begin{pmatrix}1&0\\1&1\end{pmatrix}$, unit pivots and empty sets $S_i$. The restricted recurrence gives $W_{00}=1$, but $Z_{00}=2$. The requirement that $S_i$ lie below the diagonal keeps $W_{ii}$ from appearing on both sides of its own equation.

## The pattern is closed under fill-in and the table is symmetric

Eliminating an orbital can couple any two of its remaining neighbours, and closure reserves a place for that coupling. Symmetry of $W$ mirrors that of $Z$.

Work backwards from the last column, assuming $W$ and $Z$ agree on the diagonal and pattern for all later columns. For $j\in S_i$, each $W_{kj}$ in the sum is already known:

- if $k<j$, closure gives $j\in S_k$;
- if $k=j$, it is a later diagonal entry;
- if $k>j$, closure gives $k\in S_j$, and symmetry turns $W_{kj}$ into $W_{jk}$.

So $W_{ij}=Z_{ij}$. The diagonal equation then uses $W_{ki}=W_{ik}$, just found. In Lean, `WellFoundedGT.induction` runs backwards, `lt_trichotomy` makes the three cases, and `hoff` holds the off-diagonal result.

```lean
/-- Selected inversion: a table computed by the recurrence on a filled pattern agrees with the
exact inverse on the diagonal and on the whole pattern. -/
theorem selected_inversion {L W : Matrix (Fin n) (Fin n) K} {d : Fin n → K}
    {S : Fin n → Finset (Fin n)} (hL : IsUnitLower L) (hd : ∀ i, d i ≠ 0)
    (hS : IsFilled L S) (hW : IsSelectedTable L d S W) (i : Fin n) :
    W i i = (ldl L d)⁻¹ i i ∧ ∀ j ∈ S i, W i j = (ldl L d)⁻¹ i j := by
  have hZ := inverse_isSelectedTable hL hd hS
  generalize (ldl L d)⁻¹ = Z at hZ ⊢
  induction i using WellFoundedGT.induction with
  | _ i ih =>
    -- off-diagonal entries need only later columns, by closure under fill-in
    have hoff : ∀ j ∈ S i, W i j = Z i j := by
      intro j hj
      rw [hW.off i j hj, hZ.off i j hj]
      congr 1
      refine Finset.sum_congr rfl fun k hk => ?_
      have hkj : W k j = Z k j := by
        rcases lt_trichotomy k j with h | h | h
        · exact (ih k (hS.below i k hk)).2 j (hS.fill i k j hk hj h)
        · rw [← h]
          exact (ih k (hS.below i k hk)).1
        · rw [hW.symm k j, hZ.symm k j]
          exact (ih j (hS.below i j hj)).2 k (hS.fill i j k hj hk h)
      rw [hkj]
    refine ⟨?_, hoff⟩
    -- the diagonal entry uses the off-diagonal ones just found
    rw [hW.diag i, hZ.diag i]
    congr 1
    refine Finset.sum_congr rfl fun k hk => ?_
    rw [hW.symm k i, hZ.symm k i, hoff k hk]
```

Without closure, let $n=3$, $L_{10}=L_{20}=1$, $L_{21}=0$, unit pivots, $S_0=\{1,2\}$, and $S_1,S_2$ empty. Nothing fixes $W_{12}$. Choosing $W_{12}=W_{21}=1$ gives $W_{01}=W_{02}=-2$ and $W_{00}=5$, while $Z_{00}=3$. Without symmetry, the two-orbital $L$ above with $S_0=\{1\}$ leaves $W_{10}$ free, and $W_{00}=1-W_{10}$ with it.

## The observable lives on the pattern

Let $B$ represent a one-body operator that connects only orbital pairs on the diagonal or in the pattern, in either order. In $\mathrm{Tr}(WB)=\sum_{ij}W_{ij}B_{ji}$, every term with $B_{ji}\ne0$ has $W_{ij}=Z_{ij}$, so the trace equals $\mathrm{Tr}(ZB)$. For $A=z-H$ and real symmetric $B$, $-\mathrm{Im}\,\mathrm{Tr}(ZB)/\pi$ is the density of states at energy $E$, broadened by $\eta$, with each eigenstate weighted by its expectation value of $B$. The proof compares the sums term by term, using `hB` for the nonzero ones.

```lean
/-- The trace of the inverse against a matrix `B` supported on the pattern is obtained exactly
from the selected table. -/
theorem trace_selected {L W B : Matrix (Fin n) (Fin n) K} {d : Fin n → K}
    {S : Fin n → Finset (Fin n)} (hL : IsUnitLower L) (hd : ∀ i, d i ≠ 0)
    (hS : IsFilled L S) (hW : IsSelectedTable L d S W)
    (hB : ∀ i j, B i j ≠ 0 → i = j ∨ j ∈ S i ∨ i ∈ S j) :
    (W * B).trace = ((ldl L d)⁻¹ * B).trace := by
  have hZ := inverse_isSelectedTable hL hd hS
  have key := selected_inversion hL hd hS hW
  simp only [Matrix.trace, Matrix.diag_apply, Matrix.mul_apply]
  refine Finset.sum_congr rfl fun i _ => Finset.sum_congr rfl fun j _ => ?_
  by_cases h0 : B j i = 0
  · rw [h0, mul_zero, mul_zero]
  · rcases hB j i h0 with h | h | h
    · rw [h, (key i).1]
    · rw [hW.symm i j, hZ.symm i j, (key j).2 i h]
    · rw [(key i).2 j h]
```

If the only nonzero entries of $B$ are $B_{02}=B_{20}=1$ and the pattern is the width-one band on three sites, the trace is $W_{02}+W_{20}=2W_{02}$, and the table leaves $W_{02}$ free.

## The factor has finite bandwidth

Here elimination couples each orbital only to the next $w$. If $i<k<j\le i+w$, then $j\le k+w$, so the band is closed under fill-in; `omega` checks this inequality.

```lean
/-- For a factor of lower bandwidth `w`, the band is a filled pattern. -/
theorem isFilled_band {L : Matrix (Fin n) (Fin n) K} (w : ℕ)
    (hband : ∀ i k : Fin n, i.val + w < k.val → L k i = 0) :
    IsFilled L (bandPattern n w) := by
  refine ⟨fun i k hk => ?_, fun i k hik hne => ?_, fun i k j hk hj hkj => ?_⟩
  · exact (Finset.mem_filter.mp hk).2.1
  · refine Finset.mem_filter.mpr ⟨Finset.mem_univ k, hik, ?_⟩
    by_contra h
    exact hne (hband i k (not_le.mp h))
  · have h1 := (Finset.mem_filter.mp hk).2
    have h2 := (Finset.mem_filter.mp hj).2
    have h3 : i.val < k.val := h1.1
    exact Finset.mem_filter.mpr ⟨Finset.mem_univ j, hkj, by omega⟩
```

For $w=1$ and $k=i+1$, $S_i=\{k\}$. The recurrence gives $Z_{ik}=-L_{ki}Z_{kk}$, and substitution into the diagonal equation gives

$$Z_{ii}=\frac1{d_i}+L_{ki}^2Z_{kk}.$$

The final `linear_combination` performs this substitution. The recursion starts from $Z_{n-1,n-1}=1/d_{n-1}$, which for a single orbital is the whole inverse.

```lean
/-- For a chain with nearest-neighbour coupling, neighbouring diagonal entries of the inverse obey
`Z_ii = 1 / d_i + L_ki² Z_kk` with `k = i + 1`. -/
theorem chain_diagonal {L : Matrix (Fin n) (Fin n) K} {d : Fin n → K} (hL : IsUnitLower L)
    (hd : ∀ i, d i ≠ 0) (hband : ∀ i k : Fin n, i.val + 1 < k.val → L k i = 0)
    (i k : Fin n) (hk : k.val = i.val + 1) :
    (ldl L d)⁻¹ i i = 1 / d i + L k i ^ 2 * (ldl L d)⁻¹ k k := by
  have hZ := inverse_isSelectedTable hL hd (isFilled_band 1 hband)
  have hs : bandPattern n 1 i = {k} := by
    ext m
    simp only [bandPattern, Finset.mem_filter, Finset.mem_univ, true_and,
      Finset.mem_singleton, Fin.lt_def, Fin.ext_iff]
    omega
  have h1 := hZ.diag i
  have h2 := hZ.off i k (by rw [hs]; exact Finset.mem_singleton_self k)
  rw [hs, Finset.sum_singleton] at h1 h2
  linear_combination h1 - L k i * hZ.symm k i - L k i * h2
```

Without the band condition the formula fails: the three-orbital $L$ used against closure has $Z_{00}=3$, not $1+Z_{11}=2$.

The concrete factor below has $L_{10}=2$ and $L_{21}=3$. With unit pivots the recursion gives $Z_{22}=1$, $Z_{11}=10$ and $Z_{00}=41$. The theorem confirms that this factor meets the triangularity and pattern hypotheses.

```lean
/-- An explicit three-site chain factor is unit lower triangular, and the band of width one is a
filled pattern for it. -/
theorem chain_witness :
    IsUnitLower (!![1, 0, 0; 2, 1, 0; 0, 3, 1] : Matrix (Fin 3) (Fin 3) ℚ) ∧
      IsFilled (!![1, 0, 0; 2, 1, 0; 0, 3, 1] : Matrix (Fin 3) (Fin 3) ℚ)
        (bandPattern 3 1) := by
  refine ⟨⟨fun i => ?_, fun i j h => ?_⟩, isFilled_band 1 fun i k h => ?_⟩
  · fin_cases i <;> simp
  · fin_cases i <;> fin_cases j <;> simp_all
  · fin_cases i <;> fin_cases k <;> simp_all

end

end TakahashiSelectedInversion
```

```lean
#print axioms TakahashiSelectedInversion.trace_selected
-- 'TakahashiSelectedInversion.trace_selected' depends on axioms: [propext, Classical.choice, Quot.sound]
#print axioms TakahashiSelectedInversion.isFilled_band
-- 'TakahashiSelectedInversion.isFilled_band' depends on axioms: [propext, Classical.choice, Quot.sound]
#print axioms TakahashiSelectedInversion.chain_diagonal
-- 'TakahashiSelectedInversion.chain_diagonal' depends on axioms: [propext, Classical.choice, Quot.sound]
```
